# One-level Haar detail energies of a signal on an even ring and of its one-site shift add up to the gradient energy

## Why trust the sum of two numbers that disagree?

To measure how rough a sampled orbital is on a periodic grid, I compute its Haar detail energy twice, once as it stands and once after moving it by one site, and I add the two results. Separately they can disagree badly. A block of ones on sites 0 and 1 gives 0, and the same block on sites 1 and 2 gives 1, although its edges are equally sharp in both places. Why should the sum be any less arbitrary than its two terms? And would I learn more by trying further shifts?

## The two pairings share out the bonds of the ring

The sum doesn't depend on where the signal sits, because it counts every nearest-neighbour difference exactly once. Each term alone sees only half of the bonds, and further shifts only repeat the same two values.

Take a ring of 2N sites with N ≥ 1, and a complex signal x with value x(n) at site n, where n is counted modulo 2N. The cell k, for k = 0, …, N−1, consists of the sites 2k and 2k+1. Its Haar detail coefficient is (x(2k+1) − x(2k))/√2, so the detail energy is

D(x) = ½ ∑ₖ |x(2k+1) − x(2k)|².

Let T be the one-site shift, (Tx)(n) = x(n−1). Inserting it gives

D(Tx) = ½ ∑ₖ |x(2k) − x(2k−1)|².

The gradient energy runs over all bonds, and replacing n by n−1 labels each bond by its right end:

G(x) = ½ ∑ₙ |x(n+1) − x(n)|² = ½ ∑ₙ |x(n) − x(n−1)|².

Now split the last sum into odd sites n = 2k+1 and even sites n = 2k. The odd part is D(x) and the even part is D(Tx), hence

D(x) + D(Tx) = G(x).

For N = 1 the two bonds join the same pair of sites, and the identity still holds with both counted.

A translation by m sites only relabels the bonds, so G(Tᵐx) = G(x). Applying the identity to Tx as well gives

D(Tx) + D(T²x) = G(Tx) = G(x) = D(x) + D(Tx),

and therefore D(T²x) = D(x). So a second shift brings nothing new, and neither does any later one. If you do sum over all 2N translates, each cell visits every bond once and contributes ½ ∑ₙ |x(n+1) − x(n)|² = G(x). The N cells together give

∑ₘ D(Tᵐx) = N G(x),

which is an average of G(x)/2 per translate.

The sum also recognises constant signals. If D(x) and D(Tx) are both zero, then G(x) = 0. A sum of squares vanishes only if each term does, so x(n+1) = x(n) all around the ring and x is constant. Conversely, a constant signal has no differences.

Your block, for N ≥ 2, fills cell 0 completely. No cell contains a jump, and D = 0. After the shift it occupies sites 1 and 2, so cell 0 holds the values 0, 1 and cell 1 holds 1, 0. Then D = ½(1 + 1) = 1. If the block is normalised to ∑ₙ |x(n)|² = 1, the two values are 0 and ½.

For a single particle on a one-dimensional periodic grid with spacing h, and x normalised in this way, the nearest-neighbour finite-difference kinetic energy is ħ²/(m h²) times G(x), where m is now the particle's mass. Your sum is thus a kinetic energy in grid units, whereas one detail energy alone can miss it entirely.

Here is the Lean file with the statements about D and G and their proofs. The normalised block and the kinetic-energy formula are not part of it.

```lean
import Mathlib

open Finset

namespace HaarShift

noncomputable section

variable {N : ℕ}

/-- A ring with a nonzero number of two-site cells has a nonzero number of sites. -/
instance neZeroSites [NeZero N] : NeZero (2 * N) :=
  ⟨by have := NeZero.ne N; omega⟩

/-- Translation of a periodic signal by `m` sites: the value at site `n` comes from `n - m`. -/
def shift (m : ZMod (2 * N)) (x : ZMod (2 * N) → ℂ) : ZMod (2 * N) → ℂ :=
  fun n => x (n - m)

/-- The Haar detail coefficient of the cell made of the sites `2k` and `2k+1`. -/
def haarDetail (x : ZMod (2 * N) → ℂ) (k : ℕ) : ℂ :=
  (x ((2 * k + 1 : ℕ) : ZMod (2 * N)) - x ((2 * k : ℕ) : ZMod (2 * N))) / ((√2 : ℝ) : ℂ)

/-- The Haar detail energy: the squared moduli of the detail coefficients, summed over the
`N` cells. -/
def detailEnergy (x : ZMod (2 * N) → ℂ) : ℝ :=
  ∑ k ∈ range N, ‖haarDetail x k‖ ^ 2

/-- The gradient energy: half the sum of the squared differences over all nearest-neighbour
bonds of the ring. -/
def gradientEnergy [NeZero N] (x : ZMod (2 * N) → ℂ) : ℝ :=
  1 / 2 * ∑ n, ‖x (n + 1) - x n‖ ^ 2

/-- The unit block that occupies the sites 0 and 1. -/
def block (N : ℕ) : ZMod (2 * N) → ℂ :=
  fun n => if n = 0 ∨ n = 1 then 1 else 0

/-- The detail energy is half the sum of the squared differences inside the cells. -/
theorem detailEnergy_eq (x : ZMod (2 * N) → ℂ) :
    detailEnergy x = 1 / 2 * ∑ k ∈ range N,
      ‖x ((2 * k + 1 : ℕ) : ZMod (2 * N)) - x ((2 * k : ℕ) : ZMod (2 * N))‖ ^ 2 := by
  unfold detailEnergy
  rw [Finset.mul_sum]
  refine Finset.sum_congr rfl fun k _ => ?_
  rw [haarDetail, norm_div, div_pow, Complex.norm_real, Real.norm_eq_abs, sq_abs,
    Real.sq_sqrt (by norm_num : (0 : ℝ) ≤ 2)]
  ring

/-- Site labels below `2N` name the same site of the ring only if they are equal. -/
theorem site_eq_iff {a b : ℕ} (ha : a < 2 * N) (hb : b < 2 * N) :
    (a : ZMod (2 * N)) = (b : ZMod (2 * N)) ↔ a = b := by
  rw [ZMod.natCast_eq_natCast_iff', Nat.mod_eq_of_lt ha, Nat.mod_eq_of_lt hb]

/-- A sum over the ring is a sum over cells of the even-site and the odd-site term. -/
theorem sum_even_odd [NeZero N] (f : ZMod (2 * N) → ℝ) :
    ∑ n, f n = ∑ k ∈ range N,
      (f ((2 * k : ℕ) : ZMod (2 * N)) + f ((2 * k + 1 : ℕ) : ZMod (2 * N))) := by
  -- label the sites by 0, ..., 2N-1
  have h1 : ∑ i ∈ range (2 * N), f (i : ZMod (2 * N)) = ∑ n, f n := by
    refine Finset.sum_bij (fun i _ => (i : ZMod (2 * N))) (fun _ _ => Finset.mem_univ _)
      ?_ ?_ (fun _ _ => rfl)
    · intro a ha b hb hab
      exact (site_eq_iff (Finset.mem_range.1 ha) (Finset.mem_range.1 hb)).1 hab
    · intro b _
      exact ⟨b.val, Finset.mem_range.2 (ZMod.val_lt b), ZMod.natCast_zmod_val b⟩
  -- group the labels in pairs
  have h2 : ∀ (g : ℕ → ℝ) (M : ℕ),
      ∑ i ∈ range (2 * M), g i = ∑ k ∈ range M, (g (2 * k) + g (2 * k + 1)) := by
    intro g M
    induction M with
    | zero => simp
    | succ M ih =>
      rw [show 2 * (M + 1) = 2 * M + 1 + 1 by ring, Finset.sum_range_succ,
        Finset.sum_range_succ, ih, Finset.sum_range_succ]
      ring
  rw [← h1, h2 (fun i => f (i : ZMod (2 * N))) N]

/-- The Haar detail energies of a signal and of its one-site translate add up to the
gradient energy. -/
theorem detailEnergy_add_shift [NeZero N] (x : ZMod (2 * N) → ℂ) :
    detailEnergy x + detailEnergy (shift 1 x) = gradientEnergy x := by
  -- label each bond by its right end
  have h : ∑ n, ‖x (n + 1) - x n‖ ^ 2 = ∑ n, ‖x n - x (n - 1)‖ ^ 2 :=
    Fintype.sum_equiv (Equiv.addRight 1) _ _ (fun n => by simp)
  -- odd right ends belong to the original cells, even ones to the shifted cells
  rw [gradientEnergy, h, sum_even_odd, Finset.sum_add_distrib, detailEnergy_eq,
    detailEnergy_eq]
  simp only [shift, Nat.cast_add, Nat.cast_one, add_sub_cancel_right]
  ring

/-- The gradient energy is unchanged by every translation. -/
theorem gradientEnergy_shift [NeZero N] (m : ZMod (2 * N)) (x : ZMod (2 * N) → ℂ) :
    gradientEnergy (shift m x) = gradientEnergy x := by
  unfold gradientEnergy shift
  congr 1
  refine Fintype.sum_equiv (Equiv.subRight m) _ _ (fun n => ?_)
  have e : n + 1 - m = n - m + 1 := by ring
  simp only [e, Equiv.subRight_apply]

/-- The Haar detail energy is unchanged when the signal is translated by one site twice. -/
theorem detailEnergy_shift_twice [NeZero N] (x : ZMod (2 * N) → ℂ) :
    detailEnergy (shift 1 (shift 1 x)) = detailEnergy x := by
  have h1 := detailEnergy_add_shift x
  have h2 := detailEnergy_add_shift (shift 1 x)
  rw [gradientEnergy_shift] at h2
  linarith

/-- The detail energy summed over all `2N` translates of a signal is `N` times its gradient energy.
-/
theorem sum_detailEnergy_shift [NeZero N] (x : ZMod (2 * N) → ℂ) :
    ∑ m, detailEnergy (shift m x) = N * gradientEnergy x := by
  -- under all translations each cell visits every bond once
  have h : ∀ k : ℕ, ∑ m, ‖x (((2 * k + 1 : ℕ) : ZMod (2 * N)) - m)
      - x (((2 * k : ℕ) : ZMod (2 * N)) - m)‖ ^ 2 = ∑ n, ‖x (n + 1) - x n‖ ^ 2 := by
    intro k
    refine Fintype.sum_equiv (Equiv.subLeft ((2 * k : ℕ) : ZMod (2 * N))) _ _ (fun m => ?_)
    have e : ((2 * k + 1 : ℕ) : ZMod (2 * N)) - m = ((2 * k : ℕ) : ZMod (2 * N)) - m + 1 := by
      rw [Nat.cast_add, Nat.cast_one]
      ring
    simp only [e, Equiv.subLeft_apply]
  simp only [detailEnergy_eq, shift]
  rw [← Finset.mul_sum, Finset.sum_comm]
  simp only [h, Finset.sum_const, Finset.card_range, nsmul_eq_mul]
  unfold gradientEnergy
  ring

/-- The detail energies of a signal and of its one-site translate both vanish exactly when the
signal is constant. -/
theorem detailEnergy_both_zero_iff [NeZero N] (x : ZMod (2 * N) → ℂ) :
    (detailEnergy x = 0 ∧ detailEnergy (shift 1 x) = 0) ↔ ∃ c, ∀ n, x n = c := by
  constructor
  · rintro ⟨h1, h2⟩
    have h := detailEnergy_add_shift x
    unfold gradientEnergy at h
    have hs : ∑ n, ‖x (n + 1) - x n‖ ^ 2 = 0 := by linarith
    -- every bond difference vanishes
    have step : ∀ n, x (n + 1) = x n := by
      intro n
      have hn := (Finset.sum_eq_zero_iff_of_nonneg
        (fun n _ => sq_nonneg ‖x (n + 1) - x n‖)).1 hs n (Finset.mem_univ n)
      exact sub_eq_zero.1 (norm_eq_zero.1 ((pow_eq_zero_iff two_ne_zero).1 hn))
    have key : ∀ a : ℕ, x (a : ZMod (2 * N)) = x 0 := by
      intro a
      induction a with
      | zero => rw [Nat.cast_zero]
      | succ a ih => rw [Nat.cast_succ, step, ih]
    refine ⟨x 0, fun n => ?_⟩
    have hn := key n.val
    rwa [ZMod.natCast_zmod_val] at hn
  · rintro ⟨c, hc⟩
    constructor <;> simp [detailEnergy_eq, shift, hc]

/-- On a ring of at least four sites, the unit block on sites 0 and 1 has detail energy 0, and
its one-site translate has detail energy 1. -/
theorem detailEnergy_block (hN : 2 ≤ N) :
    detailEnergy (block N) = 0 ∧ detailEnergy (shift 1 (block N)) = 1 := by
  have hb : ∀ a : ℕ, a < 2 * N →
      block N (a : ZMod (2 * N)) = if a < 2 then 1 else 0 := by
    intro a ha
    have h0 := site_eq_iff ha (b := 0) (by omega)
    have h1 := site_eq_iff ha (b := 1) (by omega)
    rw [Nat.cast_zero] at h0
    rw [Nat.cast_one] at h1
    exact if_congr (by rw [h0, h1]; omega) rfl rfl
  have hs : ∀ a : ℕ, a < 2 * N →
      shift 1 (block N) (a : ZMod (2 * N)) = if a = 1 ∨ a = 2 then 1 else 0 := by
    intro a ha
    have h0 : (a : ZMod (2 * N)) - 1 = 0 ↔ a = 1 := by
      rw [sub_eq_zero, ← site_eq_iff ha (b := 1) (by omega), Nat.cast_one]
    have h1 : (a : ZMod (2 * N)) - 1 = 1 ↔ a = 2 := by
      rw [sub_eq_iff_eq_add, one_add_one_eq_two, ← site_eq_iff ha (b := 2) (by omega),
        Nat.cast_ofNat]
    exact if_congr (by rw [h0, h1]) rfl rfl
  constructor
  · -- the block fills one cell, so no cell sees a difference
    rw [detailEnergy_eq, Finset.sum_eq_zero, mul_zero]
    intro k hk
    have hk' := Finset.mem_range.1 hk
    rw [hb _ (by omega), hb _ (by omega),
      if_congr (show 2 * k + 1 < 2 ↔ 2 * k < 2 by omega) rfl rfl]
    simp
  · -- the shifted block cuts the cells 0 and 1
    have ht : ∀ k ∈ range N, ‖shift 1 (block N) ((2 * k + 1 : ℕ) : ZMod (2 * N))
        - shift 1 (block N) ((2 * k : ℕ) : ZMod (2 * N))‖ ^ 2
        = (if k = 0 then (1 : ℝ) else 0) + (if k = 1 then (1 : ℝ) else 0) := by
      intro k hk
      have hk' := Finset.mem_range.1 hk
      rw [hs _ (by omega), hs _ (by omega)]
      by_cases h0 : k = 0
      · subst h0
        simp
      by_cases h1 : k = 1
      · subst h1
        simp
      rw [if_neg (show ¬(2 * k + 1 = 1 ∨ 2 * k + 1 = 2) by omega),
        if_neg (show ¬(2 * k = 1 ∨ 2 * k = 2) by omega), if_neg h0, if_neg h1]
      simp
    rw [detailEnergy_eq, Finset.sum_congr rfl ht, Finset.sum_add_distrib,
      Finset.sum_ite_eq', Finset.sum_ite_eq',
      if_pos (Finset.mem_range.2 (by omega)), if_pos (Finset.mem_range.2 (by omega))]
    norm_num

end

end HaarShift
```

```lean
#print axioms HaarShift.detailEnergy_add_shift
#print axioms HaarShift.detailEnergy_shift_twice
#print axioms HaarShift.detailEnergy_both_zero_iff
#print axioms HaarShift.detailEnergy_block
```

```
'HaarShift.detailEnergy_add_shift' depends on axioms: [propext, Classical.choice, Quot.sound]
'HaarShift.detailEnergy_shift_twice' depends on axioms: [propext, Classical.choice, Quot.sound]
'HaarShift.detailEnergy_both_zero_iff' depends on axioms: [propext, Classical.choice, Quot.sound]
'HaarShift.detailEnergy_block' depends on axioms: [propext, Classical.choice, Quot.sound]
```

A signal is a function `ZMod (2 * N) → ℂ`, and the type `ZMod (2 * N)` supplies the periodic boundary condition. The assumption `[NeZero N]` says that there is at least one cell. `haarDetail x k` is the coefficient with its factor 1/√2, `detailEnergy x` is D(x), and `gradientEnergy x` is G(x). `shift m x` moves the signal towards larger site numbers by m, so `shift 1 x` is Tx. Nothing is assumed about the norm of x, and the grid spacing is absent from both energies.

The main identity is `detailEnergy_add_shift`. Its companions are `gradientEnergy_shift` for the invariance of G, `detailEnergy_shift_twice` for D(T²x) = D(x), `sum_detailEnergy_shift` for the sum over all translates, and `detailEnergy_both_zero_iff` for constant signals. The values for your block are in `detailEnergy_block`, which assumes `2 ≤ N`. All of this concerns a single level of the Haar transform in one dimension. Coarser levels, smoother wavelets and the continuum limit would need statements of their own.

The assumption `2 ≤ N` in the block example can't be weakened to `1 ≤ N`. On a ring of two sites the block covers everything, so it is constant, and its translate has detail energy 0 instead of 1.

The signals could also have been modelled as finitely supported functions on the integers, with cells running in both directions. The main identity would keep its form, and the block example would need no condition on size. The two detail energies would then vanish together only for the zero signal, although one of them alone can still vanish for others, such as the block. The sum over all translates would diverge for every nonzero signal. The ring keeps that sum finite and matches your periodic grid.

The proofs follow the derivation above. `detailEnergy_eq` squares the factor 1/√2 and leaves the prefactor ½. `sum_even_odd` splits a sum over the ring into even and odd sites: it first numbers the sites from 0 to 2N−1, using `site_eq_iff` to see that different numbers name different sites, and then groups the numbers in pairs by induction.

In `detailEnergy_add_shift`, the step `h` labels each bond by its right end, with `Equiv.addRight 1` as the change of variable. After the split, `simp` simplifies 2k+1−1 to 2k, which turns the odd terms into differences inside the original cells. The same simplification inside the energy of the shifted signal makes its terms agree with the even ones, and `ring` collects the two halves.

`gradientEnergy_shift` substitutes n−m for n. `detailEnergy_shift_twice` takes the main identity for x and for Tx and lets `linarith` cancel the common term. In `sum_detailEnergy_shift`, the step `h` shows that a fixed cell meets every bond once as m varies; `Finset.sum_comm` then exchanges the sums over translates and cells, and the N equal contributions are added.

For `detailEnergy_both_zero_iff`, `linarith` gets a vanishing sum of squares from the main identity, and `step` concludes that neighbouring values agree. The induction in `key` carries the value at site 0 to every other site. The converse is a direct simplification.

`detailEnergy_block` first tabulates the block (`hb`) and its translate (`hs`) by site number. For the block, both sites of any cell carry the same value, so each term is zero. For the translate, `ht` shows that the squared difference is 1 in cells 0 and 1 and zero elsewhere. The sum is 2, and the prefactor ½ makes it 1.
